# The Zemach radius of two dipole form factors with a common scale Λ is 35/(8Λ)

To estimate the leading finite-size correction to the hyperfine splitting of an s state in a hydrogen-like atom, one multiplies the Fermi splitting by −2Zαm r_Z, where Z is the nuclear charge number, α the fine-structure constant, m the reduced mass and r_Z the Zemach radius, in units with ħ = c = 1. If the electric and the magnetic form factor, each normalised to one at zero momentum transfer, are both modelled as dipoles (1 + q²/Λ²)⁻² with one momentum scale Λ > 0, then r_Z = 35/(8Λ), and this step needs no numerical integration.

```lean
import Mathlib

open MeasureTheory Set Filter Topology Real

namespace ZemachRadius

noncomputable section

/-- The multipole form factor `(1 + t/Λ²)⁻ⁿ` as a function of the squared momentum transfer `t`,
for `Λ ≠ 0` and `t ≠ -Λ²`; `n = 2` is the dipole. -/
def poleFormFactor (Λ : ℝ) (n : ℕ) (t : ℝ) : ℝ := ((1 + t / Λ ^ 2)⁻¹) ^ n

/-- The Zemach radius of an electric and a magnetic form factor, both normalised to one at zero
momentum transfer; the integral runs over `q > 0`. -/
def zemachRadius (GE GM : ℝ → ℝ) : ℝ :=
  -(4 / π) * ∫ q in Ioi (0 : ℝ), (GE (q ^ 2) * GM (q ^ 2) - 1) / q ^ 2

/-- The mean square charge radius, minus six times the slope of the form factor at zero squared
momentum transfer, for form factors equal to one and differentiable there. -/
def chargeRadiusSq (G : ℝ → ℝ) : ℝ := -6 * deriv G 0

/-- At squared momentum transfer `q²`, a multipole form factor of order at least one lies between
zero and the monopole. -/
theorem pole_bounds (Λ : ℝ) (k : ℕ) (q : ℝ) :
    0 ≤ poleFormFactor Λ (k + 1) (q ^ 2) ∧
      poleFormFactor Λ (k + 1) (q ^ 2) ≤ (1 + q ^ 2 / Λ ^ 2)⁻¹ := by
  have hs : 0 ≤ q ^ 2 / Λ ^ 2 := by positivity
  have h0 : 0 ≤ (1 + q ^ 2 / Λ ^ 2)⁻¹ := by positivity
  have h1 : (1 + q ^ 2 / Λ ^ 2)⁻¹ ≤ 1 := inv_le_one_of_one_le₀ (by linarith)
  refine ⟨pow_nonneg h0 _, ?_⟩
  unfold poleFormFactor
  rw [pow_succ]
  exact mul_le_of_le_one_left h0 (pow_le_one₀ h0 h1)

/-- Every multipole form factor of order at least one is integrable over `q > 0`. -/
theorem pole_integrable {Λ : ℝ} (hΛ : 0 < Λ) (k : ℕ) :
    IntegrableOn (fun q : ℝ => poleFormFactor Λ (k + 1) (q ^ 2)) (Ioi 0) := by
  have h1 : Integrable (fun q : ℝ => (1 + q ^ 2 / Λ ^ 2)⁻¹) := by
    have h := integrable_inv_one_add_sq.comp_div hΛ.ne'
    simpa only [div_pow] using h
  have hne : ∀ q : ℝ, 1 + q ^ 2 / Λ ^ 2 ≠ 0 := fun q => by positivity
  have hb : Continuous (fun q : ℝ => 1 + q ^ 2 / Λ ^ 2) := by fun_prop
  have hc : Continuous (fun q : ℝ => poleFormFactor Λ (k + 1) (q ^ 2)) :=
    (hb.inv₀ hne).pow (k + 1)
  refine (h1.mono' hc.aestronglyMeasurable (Eventually.of_forall fun q => ?_)).integrableOn
  rw [Real.norm_of_nonneg (pole_bounds Λ k q).1]
  exact (pole_bounds Λ k q).2

/-- Integration by parts relates the momentum integrals of successive multipoles. -/
theorem pole_integral_step {Λ : ℝ} (hΛ : 0 < Λ) (k : ℕ) :
    2 * ((k : ℝ) + 1) * ∫ q in Ioi (0 : ℝ), poleFormFactor Λ (k + 2) (q ^ 2) =
      (2 * (k : ℝ) + 1) * ∫ q in Ioi (0 : ℝ), poleFormFactor Λ (k + 1) (q ^ 2) := by
  have hd : ∀ q : ℝ, HasDerivAt (fun q : ℝ => q * poleFormFactor Λ (k + 1) (q ^ 2))
      (2 * ((k : ℝ) + 1) * poleFormFactor Λ (k + 2) (q ^ 2)
        - (2 * (k : ℝ) + 1) * poleFormFactor Λ (k + 1) (q ^ 2)) q := by
    intro q
    have hne : 1 + q ^ 2 / Λ ^ 2 ≠ 0 := by positivity
    have hb : HasDerivAt (fun q : ℝ => 1 + q ^ 2 / Λ ^ 2) (2 * q / Λ ^ 2) q :=
      (((hasDerivAt_pow 2 q).div_const (Λ ^ 2)).const_add 1).congr_deriv (by norm_num)
    have h : HasDerivAt (fun q : ℝ => q * ((1 + q ^ 2 / Λ ^ 2)⁻¹) ^ (k + 1))
        (1 * ((1 + q ^ 2 / Λ ^ 2)⁻¹) ^ (k + 1) + q * (((k + 1 : ℕ) : ℝ) *
          ((1 + q ^ 2 / Λ ^ 2)⁻¹) ^ k * (-(2 * q / Λ ^ 2) / (1 + q ^ 2 / Λ ^ 2) ^ 2))) q :=
      (hasDerivAt_id' q).mul ((hb.inv hne).pow (k + 1))
    refine h.congr_deriv ?_
    have hx := inv_mul_cancel₀ hne
    simp only [poleFormFactor]
    rw [div_eq_mul_inv (-(2 * q / Λ ^ 2)), ← inv_pow (1 + q ^ 2 / Λ ^ 2) 2]
    generalize (1 + q ^ 2 / Λ ^ 2)⁻¹ = x at hx ⊢
    push_cast
    linear_combination (-2 * ((k : ℝ) + 1) * x ^ (k + 1)) * hx
  -- the boundary term at infinity is at most `Λ² / q`
  have ht : Tendsto (fun q : ℝ => q * poleFormFactor Λ (k + 1) (q ^ 2)) atTop (𝓝 0) := by
    have hg : Tendsto (fun q : ℝ => Λ ^ 2 / q) atTop (𝓝 0) :=
      tendsto_const_nhds.div_atTop tendsto_id
    refine squeeze_zero' ?_ ?_ hg
    · filter_upwards [eventually_gt_atTop (0 : ℝ)] with q hq
      exact mul_nonneg hq.le (pole_bounds Λ k q).1
    · filter_upwards [eventually_gt_atTop (0 : ℝ)] with q hq
      refine (mul_le_mul_of_nonneg_left (pole_bounds Λ k q).2 hq.le).trans ?_
      rw [← div_eq_mul_inv, div_le_div_iff₀ (by positivity) hq]
      have he : Λ ^ 2 * (1 + q ^ 2 / Λ ^ 2) = Λ ^ 2 + q ^ 2 := by field_simp
      rw [he]
      nlinarith [sq_nonneg Λ]
  have i1 := Integrable.const_mul (pole_integrable hΛ (k + 1)) (2 * ((k : ℝ) + 1))
  have i2 := Integrable.const_mul (pole_integrable hΛ k) (2 * (k : ℝ) + 1)
  have h := integral_Ioi_of_hasDerivAt_of_tendsto' (a := 0) (fun q _ => hd q) (i1.sub i2) ht
  rw [integral_sub i1 i2, integral_const_mul, integral_const_mul] at h
  linarith

/-- The momentum integral of the multipole of order `k + 1` is `Λ π/2` times
`binom(2k, k) / 4ᵏ`. -/
theorem pole_integral {Λ : ℝ} (hΛ : 0 < Λ) (k : ℕ) :
    ∫ q in Ioi (0 : ℝ), poleFormFactor Λ (k + 1) (q ^ 2) =
      Λ * (π / 2) * ((Nat.centralBinom k : ℝ) / 4 ^ k) := by
  induction k with
  | zero =>
    -- the monopole is the derivative of an arctangent
    have hd : ∀ q : ℝ, HasDerivAt (fun q : ℝ => Λ * arctan (q / Λ))
        (poleFormFactor Λ (0 + 1) (q ^ 2)) q := by
      intro q
      refine ((((hasDerivAt_id' q).div_const Λ).arctan).const_mul Λ).congr_deriv ?_
      unfold poleFormFactor
      rw [div_pow, zero_add, pow_one, one_div, one_div, mul_comm _ Λ⁻¹,
        mul_inv_cancel_left₀ hΛ.ne']
    have ht : Tendsto (fun q : ℝ => Λ * arctan (q / Λ)) atTop (𝓝 (Λ * (π / 2))) :=
      ((tendsto_arctan_atTop.mono_right nhdsWithin_le_nhds).comp
        (tendsto_id.atTop_div_const hΛ)).const_mul Λ
    rw [integral_Ioi_of_hasDerivAt_of_tendsto' (fun q _ => hd q) (pole_integrable hΛ 0) ht]
    simp
  | succ k ih =>
    have hr := pole_integral_step hΛ k
    rw [ih] at hr
    have hc : ((k : ℝ) + 1) * (Nat.centralBinom (k + 1) : ℝ) =
        2 * (2 * (k : ℝ) + 1) * (Nat.centralBinom k : ℝ) := by
      exact_mod_cast Nat.succ_mul_centralBinom_succ k
    apply mul_left_cancel₀ (show 2 * ((k : ℝ) + 1) ≠ 0 by positivity)
    linear_combination hr - Λ * (π / 2) / (2 * 4 ^ k) * hc

/-- The sum of `binom(2k, k) / 4ᵏ` over `k < n` is `2n binom(2n, n) / 4ⁿ`. -/
theorem sum_centralBinom (n : ℕ) :
    ∑ k ∈ Finset.range n, (Nat.centralBinom k : ℝ) / 4 ^ k =
      2 * n * (Nat.centralBinom n : ℝ) / 4 ^ n := by
  induction n with
  | zero => simp
  | succ n ih =>
    have hc : ((n : ℝ) + 1) * (Nat.centralBinom (n + 1) : ℝ) =
        2 * (2 * (n : ℝ) + 1) * (Nat.centralBinom n : ℝ) := by
      exact_mod_cast Nat.succ_mul_centralBinom_succ n
    rw [Finset.sum_range_succ]
    push_cast
    linear_combination ih - 1 / (2 * 4 ^ n) * hc

/-- Away from `q = 0` the subtracted form factor divided by `q²` is a finite sum of
multipoles. -/
theorem subtracted_eq_sum {Λ q : ℝ} (hΛ : Λ ≠ 0) (hq : q ≠ 0) (n : ℕ) :
    (1 - poleFormFactor Λ n (q ^ 2)) / q ^ 2 =
      1 / Λ ^ 2 * ∑ k ∈ Finset.range n, poleFormFactor Λ (k + 1) (q ^ 2) := by
  have hx := inv_mul_cancel₀ (show 1 + q ^ 2 / Λ ^ 2 ≠ 0 by positivity)
  have h : 1 - poleFormFactor Λ n (q ^ 2) =
      (∑ k ∈ Finset.range n, poleFormFactor Λ (k + 1) (q ^ 2)) * (q ^ 2 / Λ ^ 2) := by
    induction n with
    | zero => simp [poleFormFactor]
    | succ n ih =>
      rw [Finset.sum_range_succ, add_mul, ← ih]
      simp only [poleFormFactor]
      generalize (1 + q ^ 2 / Λ ^ 2)⁻¹ = x at hx ⊢
      linear_combination (-x ^ n) * hx
  rw [h]
  field_simp

/-- The subtracted form factor divided by `q²` is integrable over `q > 0`, and `4/π` times its
integral is `4n binom(2n, n) / (4ⁿ Λ)`. -/
theorem subtracted_integral {Λ : ℝ} (hΛ : 0 < Λ) (n : ℕ) :
    IntegrableOn (fun q : ℝ => (1 - poleFormFactor Λ n (q ^ 2)) / q ^ 2) (Ioi 0) ∧
      4 / π * ∫ q in Ioi (0 : ℝ), (1 - poleFormFactor Λ n (q ^ 2)) / q ^ 2 =
        4 * n * (Nat.centralBinom n : ℝ) / (4 ^ n * Λ) := by
  have he : EqOn (fun q : ℝ => (1 - poleFormFactor Λ n (q ^ 2)) / q ^ 2)
      (fun q => 1 / Λ ^ 2 * ∑ k ∈ Finset.range n, poleFormFactor Λ (k + 1) (q ^ 2))
      (Ioi 0) := fun q hq => subtracted_eq_sum hΛ.ne' (ne_of_gt hq) n
  constructor
  · have hi := Integrable.const_mul
      (MeasureTheory.integrable_finsetSum (Finset.range n) (fun k _ => pole_integrable hΛ k)) (1 / Λ ^ 2)
    exact IntegrableOn.congr_fun hi he.symm measurableSet_Ioi
  · rw [setIntegral_congr_fun measurableSet_Ioi he, integral_const_mul,
      MeasureTheory.integral_finsetSum _ (fun k _ => pole_integrable hΛ k)]
    simp only [pole_integral hΛ]
    rw [← Finset.mul_sum, sum_centralBinom]
    field_simp

/-- The Zemach radius for electric and magnetic multipoles of orders `a` and `b` with a common
scale `Λ` is `4n binom(2n, n) / (4ⁿ Λ)`, where `n = a + b`. -/
theorem zemachRadius_pole {Λ : ℝ} (hΛ : 0 < Λ) (a b : ℕ) :
    zemachRadius (poleFormFactor Λ a) (poleFormFactor Λ b) =
      4 * ((a + b : ℕ) : ℝ) * (Nat.centralBinom (a + b) : ℝ) / (4 ^ (a + b) * Λ) := by
  have h : ∀ q : ℝ, (poleFormFactor Λ a (q ^ 2) * poleFormFactor Λ b (q ^ 2) - 1) / q ^ 2 =
      -((1 - poleFormFactor Λ (a + b) (q ^ 2)) / q ^ 2) := by
    intro q
    simp only [poleFormFactor, pow_add]
    ring
  unfold zemachRadius
  simp only [h]
  rw [integral_neg, neg_mul_neg]
  exact (subtracted_integral hΛ (a + b)).2

/-- The mean square charge radius of the multipole of order `n`, times `Λ²`, is `6n`. -/
theorem chargeRadiusSq_pole {Λ : ℝ} (hΛ : Λ ≠ 0) (n : ℕ) :
    chargeRadiusSq (poleFormFactor Λ n) * Λ ^ 2 = 6 * n := by
  have h : HasDerivAt (poleFormFactor Λ n) (-((n : ℝ) / Λ ^ 2)) 0 :=
    (((((hasDerivAt_id' (0 : ℝ)).div_const (Λ ^ 2)).const_add 1).inv (by simp)).pow
      n).congr_deriv (by simp [div_eq_mul_inv])
  unfold chargeRadiusSq
  rw [h.deriv]
  field_simp

/-- For two dipole form factors with a common scale `Λ` the Zemach radius is `35/(8Λ)`, which is
`35/(16√3)` times the root mean square charge radius. -/
theorem zemachRadius_dipole {Λ : ℝ} (hΛ : 0 < Λ) :
    zemachRadius (poleFormFactor Λ 2) (poleFormFactor Λ 2) = 35 / (8 * Λ) ∧
      zemachRadius (poleFormFactor Λ 2) (poleFormFactor Λ 2) =
        35 / (16 * √3) * √(chargeRadiusSq (poleFormFactor Λ 2)) := by
  have hz : zemachRadius (poleFormFactor Λ 2) (poleFormFactor Λ 2) = 35 / (8 * Λ) := by
    have hc : Nat.centralBinom 4 = 70 := by decide
    rw [zemachRadius_pole hΛ 2 2, show (2 + 2 : ℕ) = 4 from rfl, hc]
    push_cast
    field_simp
    norm_num
  refine ⟨hz, ?_⟩
  have h3 : √(3 : ℝ) ≠ 0 := by positivity
  -- the dipole has charge radius `2√3/Λ`
  have hr : chargeRadiusSq (poleFormFactor Λ 2) = (2 * √3 / Λ) ^ 2 := by
    rw [div_pow, mul_pow, Real.sq_sqrt (by norm_num), eq_div_iff (by positivity),
      chargeRadiusSq_pole hΛ.ne' 2]
    norm_num
  rw [hz, hr, Real.sqrt_sq (by positivity)]
  field_simp
  norm_num

end

end ZemachRadius
```

```lean
#print axioms ZemachRadius.zemachRadius_dipole
-- 'ZemachRadius.zemachRadius_dipole' depends on axioms: [propext, Classical.choice, Quot.sound]
```

## Form factors and radii as Lean objects

`poleFormFactor Λ n t` is the multipole form factor

G(t) = (1 + t/Λ²)⁻ⁿ,

where t = q² is the squared momentum transfer and n is a natural number. For n ≥ 1 the form factor has fallen to 2⁻ⁿ at q = Λ, and 1/Λ sets the length scale of the nucleus. Order n = 0 describes a point nucleus, n = 1 is called the monopole form and n = 2 the dipole form. These names count the order of the pole at t = −Λ² and do not refer to electric or magnetic multipole moments.

`zemachRadius` takes an electric form factor G_E and a magnetic form factor G_M, divided by the nuclear charge and the magnetic moment respectively so that both equal one at t = 0, and returns

r_Z = −(4/π) ∫ (G_E(q²) G_M(q²) − 1)/q² dq, over q > 0.

`chargeRadiusSq` is the mean square charge radius, −6 G′(0), with the derivative taken in t and not in q.

For Λ > 0 and orders a and b, `zemachRadius_pole` states that, with n = a + b,

r_Z = 4n binom(2n, n)/(4ⁿ Λ).

The binomial coefficient appears in the code as `Nat.centralBinom`. The theorem `zemachRadius_dipole` sets a = b = 2 and adds that r_Z is 35/(16√3), about 1.263, times the root mean square charge radius. Lean assigns the value zero to the integral of a non-integrable function, so `subtracted_integral` also proves that the integrand is integrable.

The common scale is an assumption about the nucleus: for equal orders it says that charge and magnetisation have the same spatial profile. Form factors with two different scales, or fitted to scattering data in another form, are not covered. The factor −2Zαm comes from atomic theory and plays no part in the code.

## From the subtracted integrand to a binomial coefficient

Write x = 1/(1 + q²/Λ²). Then 1 − x = x q²/Λ², and the geometric sum gives

1 − xⁿ = (1 − x)(1 + x + … + xⁿ⁻¹) = (q²/Λ²) Σ_{k<n} x^(k+1).

Dividing by q² removes the apparent singularity at q = 0:

(1 − xⁿ)/q² = (1/Λ²) Σ_{k<n} x^(k+1).

It remains to find I(k+1) = ∫ x^(k+1) dq over q > 0. Since dx/dq = −(2q/Λ²) x²,

d/dq [q x^(k+1)] = x^(k+1) − 2(k+1)(q²/Λ²) x^(k+2).

Replacing (q²/Λ²) x by 1 − x turns the right-hand side into

2(k+1) x^(k+2) − (2k+1) x^(k+1).

The function q x^(k+1) vanishes at q = 0, and it is at most Λ²/q for q > 0, so it also vanishes at infinity. Integration therefore gives

2(k+1) I(k+2) = (2k+1) I(k+1).

The first integral is an arctangent, I(1) = Λπ/2. Let c(k) = binom(2k, k)/4ᵏ. These numbers satisfy c(0) = 1 and the same recursion, 2(k+1) c(k+1) = (2k+1) c(k), so

I(k+1) = Λ(π/2) c(k).

The sum over k is Σ_{k<n} c(k) = 2n c(n). Both sides vanish at n = 0, and adding the next term gives

2n c(n) + c(n) = (2n+1) c(n) = 2(n+1) c(n+1).

Putting the factors together,

(4/π)(1/Λ²) · Λ(π/2) · 2n c(n) = 4n c(n)/Λ.

For n = 4 the binomial coefficient is 70, and 16 · 70/256 = 35/8.

For a single form factor of order n, G′(0) = −n/Λ², so its mean square charge radius is 6n/Λ². A dipole has root mean square radius 2√3/Λ, and dividing 35/(8Λ) by this gives 35/(16√3).

## The monopole with a point-like partner

The smallest non-trivial case is n = a + b = 1, for instance a monopole electric form factor with a point-like magnetic moment. The subtracted integrand is then 1/(Λ² + q²), whose integral is π/(2Λ), and r_Z = 2/Λ. The general formula gives 4 · 2/(4Λ), the same value. For n = 0 both form factors are constant and r_Z = 0.

## How the lemmas follow the calculation

`subtracted_eq_sum` proves the geometric sum by induction on n, for q ≠ 0. `pole_bounds` places each power between zero and the monopole, and `pole_integrable` deduces integrability by comparison with that Lorentzian. `pole_integral_step` is the recursion for I, `pole_integral` solves it by induction from the arctangent, and `sum_centralBinom` evaluates the sum. `subtracted_integral` exchanges the finite sum with the integral and collects the factors. `zemachRadius_pole` then needs only that powers of orders a and b multiply to order a + b.

The algebra of the recursion is done by `linear_combination`. After the inverse has been named x, the relation x(1 + q²/Λ²) = 1, called `hx`, is multiplied by a suitable factor, which is the replacement of (q²/Λ²) x by 1 − x made above.

## The fundamental theorem of calculus on a half-line

The proof turns on Mathlib's `integral_Ioi_of_hasDerivAt_of_tendsto'`. Here a denotes the lower limit of integration and no longer the order of a form factor. The theorem asks for three things: a function f with derivative f′ at every point from a onwards, integrability of f′ beyond a, and a limit of f at infinity. It returns

∫ f′(q) dq over q > a = (limit of f at infinity) − f(a).

It is used twice with a = 0. With f = Λ arctan(q/Λ) it gives I(1). With f = q x^(k+1) the limit and f(0) are both zero, so the integral of the derivative vanishes, and this is the recursion. Integration by parts thus reduces to differentiating one product and bounding it at infinity. The integrability requirement is the reason why `pole_integrable` comes before any integral is evaluated.
